# Occupation-pattern operators for finitely many fermionic modes: orthogonality, completeness and particle number

Take a finite set of orthonormal spin orbitals. An occupation pattern S specifies which of them are filled; the others are empty. If n_p is the number operator of orbital p, the natural operator for selecting the pattern S is the product P_S of n_p over the filled orbitals and 1 − n_p over the empty ones. Do these operators separate the patterns cleanly, do they account for everything, and does the total number operator N simply count the filled orbitals? For operators in a complex algebra, the anticommutation relations alone answer yes:

P_S P_T = δ_ST P_S,  ∑_S P_S = 1,  N P_S = |S| P_S.

## Modes and their operators

The modes are labelled by a type `ι`, and the operators are elements of a ring `A`, which need not consist of matrices or act on a Hilbert space.

```lean
import Mathlib

open Finset
open scoped Kronecker

namespace FermionOccupation

noncomputable section

variable {ι A : Type*} [DecidableEq ι] [Ring A]
```

Each mode p has a creation operator c_p and an annihilation operator a_p. They are assumed to satisfy

c_p c_q + c_q c_p = 0,
a_p a_q + a_q a_p = 0,
a_p c_q + c_q a_p = δ_pq.

These relations express the antisymmetry of fermionic states under exchange, in an orthonormal set of modes.

```lean
/-- The canonical anticommutation relations for creation operators `c p` and
annihilation operators `a p`. -/
structure IsCAR (c a : ι → A) : Prop where
  create : ∀ p q, c p * c q + c q * c p = 0
  annihilate : ∀ p q, a p * a q + a q * a p = 0
  mixed : ∀ p q, a p * c q + c q * a p = if p = q then 1 else 0
```

No adjoint appears: c_p is not required to be the adjoint of a_p. The P_S are therefore shown to be idempotents, not self-adjoint projections, and "orthogonal" means that their products vanish.

The number operator of a mode is n_p = c_p a_p.

```lean
/-- The number operator of mode `p`. -/
def number (c a : ι → A) (p : ι) : A := c p * a p
```

For finitely many modes, the total number operator is N = ∑_p n_p.

```lean
/-- The total number operator, summed over all modes. -/
def totalNumber [Fintype ι] (c a : ι → A) : A := ∑ p, number c a p
```

A pattern is a finite set S of modes. Its factor at p is

f_p(S) = n_p if p ∈ S, and 1 − n_p if p ∉ S.

```lean
/-- The factor of mode `p` in the pattern `S`: `n_p` if `p` is in `S`, and `1 - n_p` if not. -/
def occFactor (c a : ι → A) (S : Finset ι) (p : ι) : A :=
  if p ∈ S then number c a p else 1 - number c a p
```

## Number operators are commuting idempotents

From here on `A` is a complex algebra, so the relation 2 c_p c_p = 0 gives c_p c_p = 0, the Pauli principle. With a_p c_p = 1 − c_p a_p,

n_p n_p = c_p (a_p c_p) a_p = c_p a_p − c_p c_p a_p a_p = n_p.

For p ≠ q, four sign changes carry one number operator past the other:

n_p n_q = c_p a_p c_q a_q
 = −c_p c_q a_p a_q
 = c_q c_p a_p a_q
 = −c_q c_p a_q a_p
 = c_q a_q c_p a_p = n_q n_p.

In Lean, `linear_combination` multiplies the anticommutation relations by the remaining operators and adds them, while `noncomm_ring` checks the result without reordering factors.

```lean
variable [Algebra ℂ A] {c a : ι → A}

/-- In a complex algebra, the canonical anticommutation relations make each number operator
idempotent and any two number operators commute. -/
theorem IsCAR.number_rel (h : IsCAR c a) (p q : ι) :
    number c a p * number c a p = number c a p ∧
      Commute (number c a p) (number c a q) := by
  constructor
  · -- Pauli principle: a mode cannot be filled twice
    have hcc : c p * c p = 0 := by
      calc c p * c p = (1 / 2 : ℂ) • (c p * c p + c p * c p) := by module
        _ = 0 := by rw [h.create p p, smul_zero]
    have hac : a p * c p + c p * a p = 1 := (h.mixed p p).trans (if_pos rfl)
    change c p * a p * (c p * a p) = c p * a p
    linear_combination (norm := noncomm_ring) c p * hac * a p - hcc * (a p * a p)
  · by_cases hpq : p = q
    · subst hpq
      exact Commute.refl _
    · have h1 : a p * c q + c q * a p = 0 := (h.mixed p q).trans (if_neg hpq)
      have h2 : a q * c p + c p * a q = 0 := (h.mixed q p).trans (if_neg (Ne.symm hpq))
      have h3 := h.create p q
      have h4 := h.annihilate p q
      change c p * a p * (c q * a q) = c q * a q * (c p * a p)
      linear_combination (norm := noncomm_ring)
        c p * h1 * a q - c q * h2 * a p - h3 * (a p * a q) + c q * c p * h4
```

An operator x that commutes with n_q also commutes with 1 − n_q, and hence with f_q(S).

```lean
omit [Algebra ℂ A] in
/-- An operator that commutes with `n_q` commutes with the factor of mode `q` in any pattern. -/
theorem commute_factor {x : A} {q : ι} (S : Finset ι) (hx : Commute x (number c a q)) :
    Commute x (occFactor c a S q) := by
  unfold occFactor
  split_ifs
  exacts [hx, (Commute.one_right x).sub_right hx]
```

Applying this twice, starting from n_p n_q = n_q n_p, gives

f_p(S) f_q(S) = f_q(S) f_p(S).

```lean
/-- Under the canonical anticommutation relations, the factors of different modes in a pattern
commute. -/
theorem IsCAR.factor_pairwise (h : IsCAR c a) (S s : Finset ι) :
    (s : Set ι).Pairwise (Function.onFun Commute (occFactor c a S)) := by
  intro i _ j _ _
  exact commute_factor S (commute_factor S (h.number_rel j i).2).symm
```

The product over all modes therefore does not depend on their order, and we may define

P_S = ∏_p f_p(S).

Lean's `noncommProd` requires the proof of commutation as an argument, which is why `occProj` is built from the hypothesis `h : IsCAR c a`.

```lean
variable [Fintype ι]

/-- The operator `P_S`: the product of `n_p` over the modes in `S` and `1 - n_p` over
the modes outside `S`. -/
def IsCAR.occProj (h : IsCAR c a) (S : Finset ι) : A :=
  univ.noncommProd (occFactor c a S) (h.factor_pairwise S univ)
```

## Completeness, one mode at a time

For a set s of modes and S ⊆ s, let P_S^s be the product of f_q(S) over q in s only. The claim is that ∑_{S⊆s} P_S^s = 1. For s = ∅ the only term is the empty product, 1. When a new mode p is added, each S ⊆ s yields two patterns, S and S ∪ {p}, whose factors on s agree. Hence

∑_{S⊆s} [(1 − n_p) + n_p] P_S^s = ∑_{S⊆s} P_S^s = 1.

Taking s to be all modes gives ∑_S P_S = 1. In the proof, `split` separates the factor of p, `e` says that the other factors agree, and `one` adds the two factors of p.

```lean
/-- Completeness: the operators `P_S` of all occupation patterns sum to the identity. -/
theorem IsCAR.sum_occProj (h : IsCAR c a) : ∑ S, h.occProj S = 1 := by
  -- add the modes one at a time, each contributing n_p + (1 - n_p) = 1
  have key : ∀ s : Finset ι, ∑ S ∈ s.powerset,
      s.noncommProd (occFactor c a S) (h.factor_pairwise S s) = 1 := by
    intro s
    induction s using Finset.induction_on with
    | empty =>
      rw [Finset.powerset_empty, Finset.sum_singleton]
      exact Finset.noncommProd_empty _ _
    | insert p s hp ih =>
      rw [Finset.sum_powerset_insert hp, ← Finset.sum_add_distrib, ← ih]
      refine Finset.sum_congr rfl fun S hS => ?_
      have hpS : p ∉ S := fun hm => hp (mem_powerset.mp hS hm)
      have split : ∀ T, (insert p s).noncommProd (occFactor c a T)
          (h.factor_pairwise T (insert p s)) =
          occFactor c a T p * s.noncommProd (occFactor c a T) (h.factor_pairwise T s) :=
        fun T => Finset.noncommProd_insert_of_notMem _ _ _ _ hp
      have e : s.noncommProd (occFactor c a (insert p S))
          (h.factor_pairwise (insert p S) s) =
          s.noncommProd (occFactor c a S) (h.factor_pairwise S s) :=
        Finset.noncommProd_congr rfl (fun q hq => by
          have hqp : q ≠ p := fun e => hp (e ▸ hq)
          simp [occFactor, hqp]) _
      have one : occFactor c a S p + occFactor c a (insert p S) p = 1 := by
        simp [occFactor, hpS]
      rw [split S, split (insert p S), e, ← add_mul, one, one_mul]
  have hu := key univ
  rw [Finset.powerset_univ] at hu
  exact hu
```

## Reading off one occupation

Since n_p commutes with every factor, it commutes with P_S. Write P_S = f_p(S) R, where R collects the other modes. Then

n_p f_p(S) = n_p n_p = n_p if p ∈ S,
n_p f_p(S) = n_p − n_p n_p = 0 if p ∉ S.

Thus n_p P_S = P_S n_p, and this equals P_S if p is filled and 0 if it is empty.

```lean
/-- Multiplying `P_S` by `n_p` from either side returns `P_S` if `p` is in `S`, and zero
if not. -/
theorem IsCAR.number_mul_occProj (h : IsCAR c a) (p : ι) (S : Finset ι) :
    number c a p * h.occProj S = (if p ∈ S then h.occProj S else 0) ∧
      h.occProj S * number c a p = (if p ∈ S then h.occProj S else 0) := by
  have hn : Commute (number c a p) (h.occProj S) :=
    Finset.noncommProd_commute _ _ _ _ (fun q _ => commute_factor S (h.number_rel p q).2)
  obtain ⟨R, e⟩ : ∃ R, h.occProj S = occFactor c a S p * R :=
    ⟨_, (Finset.mul_noncommProd_erase univ (mem_univ p) _ _).symm⟩
  have hi := (h.number_rel p p).1
  rw [← hn.eq, and_self]
  by_cases hp : p ∈ S
  · rw [occFactor, if_pos hp] at e
    rw [if_pos hp, e, ← mul_assoc, hi]
  · rw [occFactor, if_neg hp] at e
    rw [if_neg hp, e, ← mul_assoc, mul_sub, mul_one, hi, sub_self, zero_mul]
```

## Orthogonality and the particle number

If S ≠ T, some mode p belongs to exactly one of them. In

(P_S n_p) P_T = P_S (n_p P_T)

one side is P_S P_T and the other is 0, so P_S P_T = 0. Completeness then gives idempotence:

P_S = P_S ∑_T P_T = P_S P_S.

Finally, only the filled modes contribute to

N P_S = ∑_p n_p P_S = ∑_{p∈S} P_S = |S| P_S.

The theorem states these results for all `S` and `T` in `Finset ι`, with |S| written as the complex scalar `(S.card : ℂ)`. It also covers the case of no modes, where P_∅ = 1 and N = 0. It does not state that each P_S is nonzero.

```lean
/-- For finitely many fermionic modes the operators `P_S` are mutually orthogonal idempotents,
they sum to the identity, and `N P_S` is the number of modes in `S` times `P_S`. -/
theorem IsCAR.occupation_resolution (h : IsCAR c a) :
    (∀ S T, h.occProj S * h.occProj T = if S = T then h.occProj S else 0) ∧
      ∑ S, h.occProj S = 1 ∧
      ∀ S, totalNumber c a * h.occProj S = (S.card : ℂ) • h.occProj S := by
  -- evaluate P_S n_p P_T in two ways at a mode where S and T differ
  have orth : ∀ S T, S ≠ T → h.occProj S * h.occProj T = 0 := by
    intro S T hST
    obtain ⟨p, hp⟩ : ∃ p, ¬(p ∈ S ↔ p ∈ T) :=
      not_forall.mp (fun hall => hST (Finset.ext hall))
    have e := mul_assoc (h.occProj S) (number c a p) (h.occProj T)
    rw [(h.number_mul_occProj p S).2, (h.number_mul_occProj p T).1] at e
    by_cases hS : p ∈ S
    · have hT : p ∉ T := fun hT => hp ⟨fun _ => hT, fun _ => hS⟩
      rwa [if_pos hS, if_neg hT, mul_zero] at e
    · have hT : p ∈ T := by_contra fun hT =>
        hp ⟨fun x => absurd x hS, fun x => absurd x hT⟩
      rw [if_neg hS, if_pos hT, zero_mul] at e
      exact e.symm
  refine ⟨fun S T => ?_, h.sum_occProj, fun S => ?_⟩
  · split_ifs with hST
    · -- completeness and orthogonality together give idempotence
      rw [← hST]
      calc h.occProj S * h.occProj S = ∑ T, h.occProj S * h.occProj T :=
            (Finset.sum_eq_single S (fun T _ hT => orth S T hT.symm)
              (fun hn => absurd (mem_univ S) hn)).symm
        _ = h.occProj S := by rw [← Finset.mul_sum, h.sum_occProj, mul_one]
    · exact orth S T hST
  · rw [totalNumber, Finset.sum_mul,
      Finset.sum_congr rfl (fun p _ => (h.number_mul_occProj p S).1),
      Finset.sum_ite_mem, Finset.univ_inter, Finset.sum_const, Nat.cast_smul_eq_nsmul]
```

Multiplying N by the resolution of the identity gives its spectral form:

N = N ∑_S P_S = ∑_S |S| P_S.

```lean
/-- The total number operator is the sum of all `P_S`, each weighted by the number of
modes in `S`. -/
theorem IsCAR.totalNumber_eq (h : IsCAR c a) :
    totalNumber c a = ∑ S : Finset ι, (S.card : ℂ) • h.occProj S := by
  calc totalNumber c a = totalNumber c a * ∑ S, h.occProj S := by
        rw [h.sum_occProj, mul_one]
    _ = ∑ S : Finset ι, (S.card : ℂ) • h.occProj S := by
        rw [Finset.mul_sum]
        exact Finset.sum_congr rfl fun S _ => h.occupation_resolution.2.2 S
```

In electronic structure with a finite orthonormal spin-orbital basis, this is the bookkeeping behind sorting determinants by electron number; it involves no Hamiltonian and says nothing about energies.

## Two modes as matrices

A concrete example shows that the assumed relations can be realised. In the basis (empty, filled) of a single mode, F fills the mode:

F = [[0, 0], [1, 0]].

```lean
/-- The matrix that fills a single mode. -/
def fill : Matrix (Fin 2) (Fin 2) ℂ := !![0, 0; 1, 0]
```

D empties it:

D = [[0, 1], [0, 0]].

```lean
/-- The matrix that empties a single mode. -/
def drain : Matrix (Fin 2) (Fin 2) ℂ := !![0, 1; 0, 0]
```

Z records the sign:

Z = diag(1, −1).

```lean
/-- The sign matrix of a single mode: `1` on the empty and `-1` on the filled state. -/
def parity : Matrix (Fin 2) (Fin 2) ℂ := !![1, 0; 0, -1]
```

For modes 0 and 1, set

c_0 = F ⊗ 1, c_1 = Z ⊗ F,
a_0 = D ⊗ 1, a_1 = Z ⊗ D.

Within each mode, FF = DD = 0, ZZ = 1 and DF + FD = 1 give the required relations. Between the modes, the signs come from FZ = F = −ZF and ZD = D = −DZ; for example,

c_0 c_1 + c_1 c_0 = (FZ + ZF) ⊗ F = 0,
a_0 c_1 + c_1 a_0 = (DZ + ZD) ⊗ F = 0.

The other two cross relations follow in the same way, with D in the second factor. Lean verifies the 2 × 2 identities entry by entry, then uses them in every pair of modes.

```lean
/-- The Jordan–Wigner matrices of two modes satisfy the canonical anticommutation relations. -/
theorem isCAR_witness : IsCAR
    (![fill ⊗ₖ (1 : Matrix (Fin 2) (Fin 2) ℂ), parity ⊗ₖ fill] :
      Fin 2 → Matrix (Fin 2 × Fin 2) (Fin 2 × Fin 2) ℂ)
    ![drain ⊗ₖ (1 : Matrix (Fin 2) (Fin 2) ℂ), parity ⊗ₖ drain] := by
  obtain ⟨ff, dd, pp, fp, pf, dp, pd, df⟩ :
      fill * fill = 0 ∧ drain * drain = 0 ∧ parity * parity = 1 ∧
      fill * parity = fill ∧ parity * fill = -fill ∧
      drain * parity = -drain ∧ parity * drain = drain ∧
      drain * fill + fill * drain = 1 := by
    refine ⟨?_, ?_, ?_, ?_, ?_, ?_, ?_, ?_⟩ <;> ext i j <;> fin_cases i <;> fin_cases j <;>
      simp [fill, drain, parity, Matrix.mul_apply, Fin.sum_univ_succ]
  have hneg : ∀ X Y : Matrix (Fin 2) (Fin 2) ℂ, (-X) ⊗ₖ Y = -(X ⊗ₖ Y) := by
    intro X Y
    ext i j
    simp [Matrix.kroneckerMap_apply]
  have h0 : (drain * fill) ⊗ₖ (1 : Matrix (Fin 2) (Fin 2) ℂ) +
      (fill * drain) ⊗ₖ (1 : Matrix (Fin 2) (Fin 2) ℂ) = 1 := by
    rw [← Matrix.add_kronecker, df, Matrix.one_kronecker_one]
  have h1 : (1 : Matrix (Fin 2) (Fin 2) ℂ) ⊗ₖ (drain * fill) +
      (1 : Matrix (Fin 2) (Fin 2) ℂ) ⊗ₖ (fill * drain) = 1 := by
    rw [← Matrix.kronecker_add, df, Matrix.one_kronecker_one]
  constructor <;> intro p q <;> fin_cases p <;> fin_cases q <;>
    simp [← Matrix.mul_kronecker_mul, ff, dd, pp, fp, pf, dp, pd, hneg, h0, h1]

end

end FermionOccupation
```

```lean
#print axioms FermionOccupation.IsCAR.occupation_resolution
#print axioms FermionOccupation.IsCAR.totalNumber_eq
```

```
'FermionOccupation.IsCAR.occupation_resolution' depends on axioms: [propext, Classical.choice, Quot.sound]
'FermionOccupation.IsCAR.totalNumber_eq' depends on axioms: [propext, Classical.choice, Quot.sound]
```
